# Residual error bound for the Schrödinger equation with a Hermitian H(t)

After a state has been propagated numerically, the computed trajectory can be inserted into the Schrödinger equation and the remainder recorded. This remainder is the residual. If the Hamiltonian is Hermitian at every time and the residual is continuous, the record and the initial error together limit the distance between the computed state vector and the exact solution, which need not be known at later times. For a many-electron state in a fixed finite basis with a prescribed, state-independent $H(t)$, this bounds the error of real-time propagation within that basis; the error due to the basis itself is not included.

## States, Hamiltonians and sources

Units have $\hbar=1$. States are vectors in a complex inner product space $E$. The choice `EuclideanSpace ℂ (Fin n)` gives $\mathbb C^n$, but neither finite dimension nor completeness is assumed. The inner product $\langle x,y\rangle$ is linear in $y$ and conjugate-linear in $x$.

```lean
import Mathlib

open Complex

namespace SchrodingerResidualBound

noncomputable section

variable {E : Type*} [NormedAddCommGroup E] [InnerProductSpace ℂ E]
```

A Hamiltonian `H : ℝ → E →ₗ[ℂ] E` assigns to each time a linear map defined on all of $E$. An operator defined only on a smaller domain inside $E$ is therefore not covered. No continuity of $H$ in time is required. A trajectory $\varphi$ is driven by a source $r$ if $\varphi'(t)=-iH(t)\varphi(t)+r(t)$ at every real $t$.

```lean
/-- The trajectory `φ` obeys the driven Schrödinger equation `φ' = -i H(t) φ + r(t)`. -/
def Driven (H : ℝ → E →ₗ[ℂ] E) (r φ : ℝ → E) : Prop :=
  ∀ t, HasDerivAt φ (-(I • H t (φ t)) + r t) t
```

The Schrödinger equation is the case $r=0$. Both definitions are conditions on a given trajectory; the existence of solutions is assumed wherever they appear as hypotheses.

```lean
/-- The trajectory `ψ` obeys the Schrödinger equation `ψ' = -i H(t) ψ`,
the driven equation with zero source. -/
def Schrodinger (H : ℝ → E →ₗ[ℂ] E) (ψ : ℝ → E) : Prop :=
  Driven H 0 ψ
```

## (a) Inner product of a state with its velocity under a Hermitian operator

Let $A$ be Hermitian. Show that for every $x$
$$\operatorname{Re}\langle x,-iAx\rangle=0 .$$

**Solution.** Hermiticity, `A.IsSymmetric` in Lean, means $\langle Ax,y\rangle=\langle x,Ay\rangle$. Hence
$$\overline{\langle x,Ax\rangle}=\langle Ax,x\rangle=\langle x,Ax\rangle ,$$
so $\langle x,Ax\rangle$ is real, and $\langle x,-iAx\rangle=-i\langle x,Ax\rangle$ is purely imaginary. In the code, `hA x x` supplies the second equality and `him` records the vanishing imaginary part.

```lean
/-- For a Hermitian operator `A`, the inner product of `x` with `-i A x` has zero real part. -/
theorem re_inner_generator (A : E →ₗ[ℂ] E) (hA : A.IsSymmetric) (x : E) :
    (inner ℂ x (-(I • A x))).re = 0 := by
  have h := inner_conj_symm (𝕜 := ℂ) x (A x)
  rw [hA x x] at h
  have him := Complex.conj_eq_iff_im.mp h
  rw [inner_neg_right, inner_smul_right]
  simp [Complex.mul_re, him]
```

## (b) Rate of change of the squared norm

Let $H(t)$ be Hermitian at every $t$ and let $e$ be driven by $r$. Show that
$$\frac{d}{dt}\|e(t)\|^2=2\operatorname{Re}\langle e(t),r(t)\rangle .$$

**Solution.** Since $\|e\|^2=\langle e,e\rangle$, the product rule gives
$$\frac{d}{dt}\|e\|^2=\langle e,e'\rangle+\langle e',e\rangle=2\operatorname{Re}\langle e,e'\rangle
=2\operatorname{Re}\langle e,-iHe\rangle+2\operatorname{Re}\langle e,r\rangle .$$
The first term on the right vanishes by (a). The Lean proof differentiates the real part of the inner product; `hsymm` equates the real parts of the two product-rule terms, and `hval` removes the Hamiltonian.

```lean
/-- For Hermitian `H(t)`, the squared norm of a driven state changes at the rate `2 Re ⟨e, r⟩`. -/
theorem hasDerivAt_norm_sq {H : ℝ → E →ₗ[ℂ] E} (hH : ∀ t, (H t).IsSymmetric)
    {r e : ℝ → E} (he : Driven H r e) (t : ℝ) :
    HasDerivAt (fun s => ‖e s‖ ^ 2) (2 * (inner ℂ (e t) (r t)).re) t := by
  have h := (he t).inner ℂ (he t)
  have h2 : HasDerivAt (fun s => (inner ℂ (e s) (e s)).re) _ t :=
    Complex.reCLM.hasFDerivAt.comp_hasDerivAt t h
  have hfun : (fun s => ‖e s‖ ^ 2) = fun s => (inner ℂ (e s) (e s)).re :=
    funext fun s => (inner_self_eq_norm_sq (𝕜 := ℂ) (e s)).symm
  rw [hfun]
  refine h2.congr_deriv ?_
  have hsymm : (inner ℂ (-(I • H t (e t)) + r t) (e t)).re
      = (inner ℂ (e t) (-(I • H t (e t)) + r t)).re := by
    rw [← inner_conj_symm, Complex.conj_re]
  -- the Hamiltonian term does not contribute to the real part
  have hval : (inner ℂ (e t) (-(I • H t (e t)) + r t)).re = (inner ℂ (e t) (r t)).re := by
    rw [inner_add_right, Complex.add_re, re_inner_generator (H t) (hH t), zero_add]
  rw [Complex.reCLM_apply, Complex.add_re, hsymm, hval]
  ring
```

## (c) Norm growth under a source

Let $r$ also be continuous. Show that for $t\ge 0$
$$\|e(t)\|\le\|e(0)\|+\int_0^t\|r(s)\|\,ds .$$

**Solution.** The norm need not be differentiable where $e$ vanishes, so take $\varepsilon>0$ and set $N(t)=\sqrt{\|e(t)\|^2+\varepsilon^2}$. By (b) and the Cauchy–Schwarz inequality,
$$N'=\frac{\operatorname{Re}\langle e,r\rangle}{N}\le\frac{\|e\|\,\|r\|}{N}\le\|r\| ,$$
because $\|e\|\le N$. The function $\int_0^t\|r\|\,ds-N(t)$ therefore has a nonnegative derivative and does not decrease. Comparing its values at $0$ and $t$ gives
$$\|e(t)\|\le N(t)\le N(0)+\int_0^t\|r\|\,ds\le\|e(0)\|+\varepsilon+\int_0^t\|r\|\,ds .$$
Since $\varepsilon$ is arbitrary, the claim follows.

Lean introduces $\varepsilon$ at the start with `le_of_forall_pos_le_add`. The derivative is `hD`, where continuity of $r$ permits differentiation of the integral, and `hmono` is the monotonicity.

```lean
/-- For Hermitian `H(t)`, a continuous source and `t ≥ 0`, the norm of a driven state grows by at
most the time integral of the norm of the source. -/
theorem norm_driven_le {H : ℝ → E →ₗ[ℂ] E} (hH : ∀ t, (H t).IsSymmetric)
    {r e : ℝ → E} (hr : Continuous r) (he : Driven H r e) {t : ℝ} (ht : 0 ≤ t) :
    ‖e t‖ ≤ ‖e 0‖ + ∫ s in (0 : ℝ)..t, ‖r s‖ := by
  refine le_of_forall_pos_le_add fun ε hε => ?_
  -- the regularised norm is differentiable even where `e` vanishes
  have hpos : ∀ s, 0 < ‖e s‖ ^ 2 + ε ^ 2 := fun s => by positivity
  have hD : ∀ s, HasDerivAt
      (fun u => (∫ x in (0 : ℝ)..u, ‖r x‖) - √(‖e u‖ ^ 2 + ε ^ 2))
      (‖r s‖ - 2 * (inner ℂ (e s) (r s)).re / (2 * √(‖e s‖ ^ 2 + ε ^ 2))) s := fun s =>
    (hr.norm.integral_hasStrictDerivAt 0 s).hasDerivAt.fun_sub
      (((hasDerivAt_norm_sq hH he s).add_const (ε ^ 2)).sqrt (hpos s).ne')
  have hmono := monotone_of_deriv_nonneg (fun s => (hD s).differentiableAt) (fun s => by
    rw [(hD s).deriv, sub_nonneg]
    have hs := Real.sqrt_pos.mpr (hpos s)
    rw [div_le_iff₀ (by positivity)]
    -- Cauchy-Schwarz bounds the growth rate by the size of the source
    have h1 : (inner ℂ (e s) (r s)).re ≤ ‖e s‖ * ‖r s‖ :=
      (Complex.re_le_norm _).trans (norm_inner_le_norm _ _)
    have h2 : ‖e s‖ ≤ √(‖e s‖ ^ 2 + ε ^ 2) :=
      Real.le_sqrt_of_sq_le (by nlinarith [sq_nonneg ε])
    have h3 := mul_le_mul_of_nonneg_right h2 (norm_nonneg (r s))
    linarith)
  have h0 := hmono ht
  simp only [intervalIntegral.integral_same] at h0
  have h1 : ‖e t‖ ≤ √(‖e t‖ ^ 2 + ε ^ 2) :=
    Real.le_sqrt_of_sq_le (by nlinarith [sq_nonneg ε])
  have h2 : √(‖e 0‖ ^ 2 + ε ^ 2) ≤ ‖e 0‖ + ε :=
    Real.sqrt_le_iff.mpr ⟨by positivity, by nlinarith [mul_nonneg (norm_nonneg (e 0)) hε.le]⟩
  linarith
```

## (d) Distance from the exact trajectory

Let $\varphi$ have continuous residual $r$, and let $\psi$ solve the Schrödinger equation with the same Hermitian $H(t)$. Show that for $t\ge0$
$$\|\varphi(t)-\psi(t)\|\le\|\varphi(0)-\psi(0)\|+\int_0^t\|r(s)\|\,ds .$$

**Solution.** Put $e=\varphi-\psi$. By linearity,
$$e'=-iH\varphi+r+iH\psi=-iHe+r ,$$
so $e$ is driven by $r$, and (c) applies. In Lean, `he` is this equation for the error.

A time-stepping program delivers values on a grid. The theorem as stated applies to a differentiable interpolant with a continuous residual; an interpolant with kinks at the step ends does not meet its hypotheses.

The same argument by hand covers an absorbing potential, $H-iW$ with $W$ Hermitian and positive semidefinite. The extra term $-2\langle e,We\rangle\le0$ in (b) can only lower the growth rate, so the bound keeps its form.

```lean
/-- Residual bound for Hermitian `H(t)` and `t ≥ 0`: an approximate trajectory with continuous
residual `r` departs from an exact one by at most the initial error plus the time integral of the
norm of the residual. -/
theorem residual_bound {H : ℝ → E →ₗ[ℂ] E} (hH : ∀ t, (H t).IsSymmetric)
    {r φ ψ : ℝ → E} (hr : Continuous r) (hφ : Driven H r φ) (hψ : Schrodinger H ψ)
    {t : ℝ} (ht : 0 ≤ t) :
    ‖φ t - ψ t‖ ≤ ‖φ 0 - ψ 0‖ + ∫ s in (0 : ℝ)..t, ‖r s‖ := by
  -- the error obeys the driven equation with the residual as source
  have he : Driven H r (fun s => φ s - ψ s) := fun s =>
    ((hφ s).fun_sub (hψ s)).congr_deriv (by
      simp only [map_sub, Pi.zero_apply]
      module)
  exact norm_driven_le hH hr he ht
```

## (e) Propagation with an approximate Hamiltonian

Suppose $\varphi'=-iK\varphi$ and $\psi'=-iH\psi$, with $H(t)$ Hermitian and $(H-K)\varphi$ continuous in time. Show that for $t\ge0$
$$\|\varphi(t)-\psi(t)\|\le\|\varphi(0)-\psi(0)\|+\int_0^t\|(H(s)-K(s))\varphi(s)\|\,ds .$$

**Solution.** Write
$$\varphi'=-iK\varphi=-iH\varphi+i(H-K)\varphi .$$
The residual of $\varphi$ with respect to $H$ is $i(H-K)\varphi$, whose norm is $\|(H-K)\varphi\|$. Now use (d). The integrand involves only the approximate trajectory, and $K$ need not be Hermitian. The rewritten equation is `hd` in the code.

```lean
/-- If `φ` is propagated with `K(t)` in place of the Hermitian `H(t)`, the error is at most the
initial error plus the time integral of the norm of `(H - K) φ`. -/
theorem hamiltonian_error_bound {H K : ℝ → E →ₗ[ℂ] E} (hH : ∀ t, (H t).IsSymmetric)
    {φ ψ : ℝ → E} (hφ : Schrodinger K φ) (hψ : Schrodinger H ψ)
    (hc : Continuous fun s => H s (φ s) - K s (φ s)) {t : ℝ} (ht : 0 ≤ t) :
    ‖φ t - ψ t‖ ≤ ‖φ 0 - ψ 0‖ + ∫ s in (0 : ℝ)..t, ‖H s (φ s) - K s (φ s)‖ := by
  have hd : Driven H (fun s => I • (H s (φ s) - K s (φ s))) φ := fun s =>
    (hφ s).congr_deriv (by
      simp only [Pi.zero_apply]
      module)
  have h := residual_bound hH (hc.const_smul I) hd hψ ht
  simpa only [Pi.smul_apply, norm_smul, Complex.norm_I, one_mul] using h
```

## (f) A uniformly small change of the Hamiltonian

Keep the assumptions of (e), let $K(t)$ be Hermitian too, and let $\|(H(s)-K(s))x\|\le\delta\|x\|$ for all $s$ and $x$, with $\delta\ge0$. Show that for $t\ge0$
$$\|\varphi(t)-\psi(t)\|\le\|\varphi(0)-\psi(0)\|+t\,\delta\,\|\varphi(0)\| .$$

**Solution.** The constant $\delta$ limits the strength of what was left out of the Hamiltonian, for example a weak coupling. Part (c), applied to $K$ with zero source, gives $\|\varphi(s)\|\le\|\varphi(0)\|$ for $s\ge0$. Therefore
$$\int_0^t\|(H-K)\varphi\|\,ds\le\int_0^t\delta\|\varphi(0)\|\,ds=t\,\delta\,\|\varphi(0)\| ,$$
and (e) finishes the argument. In Lean, `hn` is the norm estimate and `hint` the comparison of integrals.

For a numerical instance, take $E=\mathbb C$, $H=0.01$, $K=0$ and $\varphi(0)=\psi(0)=1$. Then $\varphi(t)=1$ and $\psi(t)=e^{-0.01it}$. At $t=10$ the bound is $10\cdot0.01=0.1$, while the actual error is $|1-e^{-0.1i}|=2\sin(0.05)\approx0.09996$. Here the error is entirely a global phase: the two vectors differ but describe the same physical state.

```lean
/-- If two Hermitian Hamiltonians differ by at most `δ` in operator size, their trajectories
separate at most linearly in time, at the rate `δ ‖φ(0)‖`. -/
theorem linear_error_growth {H K : ℝ → E →ₗ[ℂ] E} (hH : ∀ t, (H t).IsSymmetric)
    (hK : ∀ t, (K t).IsSymmetric) {φ ψ : ℝ → E} (hφ : Schrodinger K φ)
    (hψ : Schrodinger H ψ) (hc : Continuous fun s => H s (φ s) - K s (φ s))
    {δ : ℝ} (hδ : 0 ≤ δ) (hHK : ∀ s x, ‖H s x - K s x‖ ≤ δ * ‖x‖) {t : ℝ} (ht : 0 ≤ t) :
    ‖φ t - ψ t‖ ≤ ‖φ 0 - ψ 0‖ + t * (δ * ‖φ 0‖) := by
  have hint : ∫ s in (0 : ℝ)..t, ‖H s (φ s) - K s (φ s)‖
      ≤ ∫ _s in (0 : ℝ)..t, δ * ‖φ 0‖ := by
    refine intervalIntegral.integral_mono_on ht (hc.norm.intervalIntegrable _ _)
      (continuous_const.intervalIntegrable _ _) fun s hs => (hHK s (φ s)).trans ?_
    -- the approximate evolution does not increase the norm
    have hn := norm_driven_le hK continuous_zero hφ hs.1
    simp only [Pi.zero_apply, norm_zero, intervalIntegral.integral_zero, add_zero] at hn
    exact mul_le_mul_of_nonneg_left hn hδ
  rw [intervalIntegral.integral_const, sub_zero, smul_eq_mul] at hint
  linarith [hamiltonian_error_bound hH hφ hψ hc ht]
```

## (g) Norm of a state with linear amplitude

For real $\omega$, define the phase $u(t)=e^{-i\omega t^2/2}$.

```lean
/-- The phase `exp(-i ω t² / 2)`. -/
def phase (ω t : ℝ) : ℂ := exp (-(I * ω / 2) * ((t : ℂ) * t))
```

For real $a,b$ and a vector $v$, define the ramped state $R_{a,b}(t)=(a+bt)\,u(t)\,v$, written `ramp ω a b v t` in Lean.

```lean
/-- The vector `v` with the phase `exp(-i ω t² / 2)` and the linear amplitude `a + b t`. -/
def ramp (ω a b : ℝ) (v : E) (t : ℝ) : E := (((a : ℂ) + b * t) * phase ω t) • v
```

Show that
$$\|R_{a,b}(t)\|=|a+bt|\,\|v\| .$$

**Solution.** The exponent of $u$ is $i$ times a real number, so $|u(t)|=1$. The norm of a scalar multiple is the modulus of the scalar times the norm of the vector, which leaves $|a+bt|\,\|v\|$. The Lean proof first brings the exponent into the form real number times $i$ and obtains $|u|=1$ as `hp`.

```lean
/-- The norm of the ramped state is `|a + b t| ‖v‖`. -/
theorem norm_ramp (ω a b : ℝ) (v : E) (t : ℝ) : ‖ramp ω a b v t‖ = |a + b * t| * ‖v‖ := by
  have hp : ‖phase ω t‖ = 1 := by
    have h : -(I * ω / 2) * ((t : ℂ) * t) = ((-(ω / 2 * (t * t)) : ℝ) : ℂ) * I := by
      push_cast
      ring
    rw [phase, h, Complex.norm_exp_ofReal_mul_I]
  have ha : (a : ℂ) + b * t = ((a + b * t : ℝ) : ℂ) := by push_cast; rfl
  rw [ramp, norm_smul, norm_mul, hp, ha, Complex.norm_real, Real.norm_eq_abs, mul_one]
```

## (h) The equation obeyed by the ramped state

Let $H(t)=\omega t\,\mathbb 1$, a uniform energy shift that changes at the constant rate $\omega$. Show that
$$R_{a,b}'(t)=-iH(t)R_{a,b}(t)+R_{b,0}(t) .$$

**Solution.** Since $u'=-i\omega t\,u$, the product rule gives
$$R_{a,b}'=(a+bt)(-i\omega t)\,u\,v+b\,u\,v .$$
The first term is $-iHR_{a,b}$, and the second is $R_{b,0}$. In the code, `hp` is the derivative of the phase, and the closing steps collect the multiples of $v$.

```lean
/-- The ramped state obeys the driven equation for `H(t) = ω t`, with a source of constant
amplitude `b` and the same phase. -/
theorem ramp_driven (ω a b : ℝ) (v : E) :
    Driven (fun t => ((ω : ℂ) * t) • LinearMap.id) (ramp ω b 0 v) (ramp ω a b v) := by
  intro t
  have h1 : HasDerivAt (fun s : ℝ => (s : ℂ)) 1 t :=
    (hasDerivAt_id t).ofReal_comp.congr_deriv (by simp)
  have hp : HasDerivAt (phase ω) (-(I * ω * t) * phase ω t) t :=
    ((h1.fun_mul h1).const_mul (-(I * ω / 2))).cexp.congr_deriv (by
      simp only [phase]
      ring)
  refine ((((h1.const_mul (b : ℂ)).const_add (a : ℂ)).fun_mul hp).smul_const v).congr_deriv ?_
  simp only [ramp, LinearMap.smul_apply, LinearMap.id_apply, Complex.ofReal_zero]
  module
```

## (i) A case of equality

Let $a,b\ge0$ and $H(t)=\omega t\,\mathbb 1$. Show that $\varphi=R_{1+a,b}$, $\psi=R_{1,0}$ and $r=R_{b,0}$ satisfy the hypotheses of (d), and that for every $t\ge0$
$$\|\varphi(t)-\psi(t)\|=\|\varphi(0)-\psi(0)\|+\int_0^t\|r(s)\|\,ds .$$

**Solution.** $H(t)$ is Hermitian because $\omega t$ is real, and $r$ is continuous. By (h), $\varphi$ is driven by $R_{b,0}=r$, while $\psi$ has source $R_{0,0}=0$. The error is $\varphi-\psi=R_{a,b}$, so (g) gives
$$\|\varphi(t)-\psi(t)\|=(a+bt)\|v\|=a\|v\|+\int_0^t b\|v\|\,ds ,$$
which is the right-hand side. If $\|v\|=1$, then $\psi$ is normalised, whereas $\varphi$ has norm $1+a+bt$. The two vectors are multiples of each other, so the error here is one of normalisation and not a difference between physical states. Taking $v\ne0$, $b>0$ and $t>0$ shows that the factor $1$ in front of the integral in (d) cannot be lowered in general.

The Lean statement joins the four hypotheses and the equality by `∧`. The step `hdiff` identifies the error as a ramped state, and `norm_ramp` evaluates all three norms.

```lean
/-- For `H(t) = ω t` and ramped states with `a, b ≥ 0`, all hypotheses of the residual bound
hold and the bound is an equality at every `t ≥ 0`. -/
theorem residual_bound_attained_witness (ω : ℝ) {a b : ℝ} (ha : 0 ≤ a) (hb : 0 ≤ b) (v : E) :
    (∀ t : ℝ, (((ω : ℂ) * t) • (LinearMap.id : E →ₗ[ℂ] E)).IsSymmetric) ∧
    Continuous (ramp ω b 0 v) ∧
    Driven (fun t => ((ω : ℂ) * t) • LinearMap.id) (ramp ω b 0 v) (ramp ω (1 + a) b v) ∧
    Schrodinger (fun t => ((ω : ℂ) * t) • LinearMap.id) (ramp ω 1 0 v) ∧
    ∀ t : ℝ, 0 ≤ t → ‖ramp ω (1 + a) b v t - ramp ω 1 0 v t‖
      = ‖ramp ω (1 + a) b v 0 - ramp ω 1 0 v 0‖ + ∫ s in (0 : ℝ)..t, ‖ramp ω b 0 v s‖ := by
  refine ⟨fun t x y => ?_, ?_, ramp_driven ω (1 + a) b v, ?_, fun t ht => ?_⟩
  · simp [inner_smul_left, inner_smul_right]
  · unfold ramp phase
    fun_prop
  · have h0 : ramp ω 0 0 v = 0 := funext fun s => by simp [ramp]
    have h := ramp_driven ω 1 0 v
    rw [h0] at h
    exact h
  · -- the error is again a ramped state, with amplitude `a + b t`
    have hdiff : ∀ s, ramp ω (1 + a) b v s - ramp ω 1 0 v s = ramp ω a b v s := fun s => by
      simp only [ramp, Complex.ofReal_add, Complex.ofReal_one, Complex.ofReal_zero]
      module
    simp only [hdiff, norm_ramp, zero_mul, mul_zero, add_zero,
      intervalIntegral.integral_const, sub_zero, smul_eq_mul]
    rw [abs_of_nonneg (by positivity : 0 ≤ a + b * t), abs_of_nonneg ha, abs_of_nonneg hb]
    ring

end

end SchrodingerResidualBound
```

```lean
#print axioms SchrodingerResidualBound.residual_bound
#print axioms SchrodingerResidualBound.linear_error_growth
```

```
'SchrodingerResidualBound.residual_bound' depends on axioms: [propext, Classical.choice, Quot.sound]
'SchrodingerResidualBound.linear_error_growth' depends on axioms: [propext, Classical.choice, Quot.sound]
```
